# For finitely many nonnegative mode strengths, ring truncations from second order on bound the RPA sum alternately from below and above, and converge exactly when no strength exceeds one

**Q:** Take a small-gap molecule in a finite basis. At low imaginary frequency its electrons screen strongly, and the second-order ring term can be far more negative than the full RPA (random-phase approximation) result. Adding third order may overshoot the other way. Can a statement about a list of real numbers capture that?

**A:** At one imaginary frequency iω, yes. Let χ₀ be the non-interacting response, v the Coulomb interaction, and x_i the eigenvalues of −χ₀v, which I call mode strengths. The full ring sum and its truncation after order n are

F = Σ_i [ln(1 + x_i) − x_i]

T_n = Σ_i Σ_{k=2}^{n} (−1)^(k+1) x_i^k / k

```lean
import Mathlib

open Filter Topology

namespace RingDiagramTruncation

noncomputable section
```

One mode of strength t contributes `modeRing n t`, which is zero for n below 2.

```lean
/-- The ring expansion of a single mode of strength `t`, keeping orders `2` to `n`. -/
def modeRing (n : ℕ) (t : ℝ) : ℝ :=
  ∑ k ∈ Finset.Icc 2 n, (-1 : ℝ) ^ (k + 1) * t ^ k / k
```

The finite type `ι` labels the modes. T_n is `ringTruncation x n`, and F is `rpaSum x`.

```lean
variable {ι : Type*} [Fintype ι]

/-- The ring sum over all modes, truncated after order `n`. -/
def ringTruncation (x : ι → ℝ) (n : ℕ) : ℝ := ∑ i, modeRing n (x i)

/-- The full RPA ring sum of `ln (1 + x i) - x i`, for mode strengths `x i > -1`. -/
def rpaSum (x : ι → ℝ) : ℝ := ∑ i, (Real.log (1 + x i) - x i)
```

**Q:** Where are the diagrams? I see only scalars.

**A:** They enter through a matrix M with these eigenvalues. The file calls it `response`, but it stands for −χ₀v, not for χ₀ itself. `U` is an invertible real matrix whose columns are the eigenvectors.

```lean
/-- The matrix with eigenvalues `x i` and eigenvectors given by the columns of an
invertible matrix `U`. -/
def response [DecidableEq ι] (U : (Matrix ι ι ℝ)ˣ) (x : ι → ℝ) : Matrix ι ι ℝ :=
  U.val * Matrix.diagonal x * U⁻¹.val
```

**Q:** Why should the error of a truncation have a definite sign, even where the series diverges?

**A:** Because the remainder of one mode has a simple derivative. Take n ≥ 1 in this and the following error estimates, and define

R_n(t) = ln(1 + t) − t − Σ_{k=2}^{n} (−1)^(k+1) t^k / k

Differentiating and summing the finite geometric series gives, for t ≥ 0,

R_n′(t) = 1/(1 + t) − Σ_{j=0}^{n−1} (−t)^j = (−t)^n / (1 + t)

No convergence is needed. Lean gets the same formula by induction on n: each new ring term has derivative (−t)^n, and

(−t)^n / (1 + t) − (−t)^n = (−t)^(n+1) / (1 + t)

```lean
/-- Raising the truncation order of one mode from `n ≥ 1` to `n + 1` adds one ring term. -/
theorem modeRing_succ {n : ℕ} (hn : 1 ≤ n) (t : ℝ) :
    modeRing (n + 1) t = modeRing n t + (-1) ^ n * t ^ (n + 1) / ((n : ℝ) + 1) := by
  unfold modeRing
  rw [Finset.sum_Icc_succ_top (by omega)]
  push_cast
  ring

/-- For `n ≥ 1` and `t ≥ 0`, the part of one mode missed by the truncation has
derivative `(-t)^n / (1 + t)` in the mode strength. -/
theorem hasDerivAt_remainder {n : ℕ} (hn : 1 ≤ n) {t : ℝ} (ht : 0 ≤ t) :
    HasDerivAt (fun s => Real.log (1 + s) - s - modeRing n s) ((-t) ^ n / (1 + t)) t := by
  have h1 : 1 + t ≠ 0 := (by linarith : (0 : ℝ) < 1 + t).ne'
  induction n, hn using Nat.le_induction with
  | base =>
    have e : ∀ s, modeRing 1 s = 0 := fun s => by simp [modeRing]
    simp only [e, sub_zero]
    refine ((((hasDerivAt_id' t).const_add 1).log h1).fun_sub (hasDerivAt_id' t)).congr_deriv ?_
    rw [eq_div_iff h1, sub_mul, div_mul_cancel₀ _ h1]
    ring
  | succ n hn ih =>
    -- the new ring term has derivative (-t)^n
    have hp : HasDerivAt (fun s : ℝ => (-1) ^ n * s ^ (n + 1) / ((n : ℝ) + 1)) ((-t) ^ n) t := by
      have hn1 : (n : ℝ) + 1 ≠ 0 := by positivity
      refine (((hasDerivAt_pow (n + 1) t).const_mul ((-1 : ℝ) ^ n)).div_const
        ((n : ℝ) + 1)).congr_deriv ?_
      rw [div_eq_iff hn1, neg_pow t n, Nat.add_sub_cancel]
      push_cast
      ring
    have e : (fun s => Real.log (1 + s) - s - modeRing (n + 1) s) = fun s =>
        (Real.log (1 + s) - s - modeRing n s) - (-1) ^ n * s ^ (n + 1) / ((n : ℝ) + 1) := by
      funext s
      rw [modeRing_succ hn]
      ring
    rw [e]
    refine (ih.fun_sub hp).congr_deriv ?_
    rw [eq_div_iff h1, sub_mul, div_mul_cancel₀ _ h1, pow_succ]
    ring
```

Hence (−1)^n R_n(t) has derivative t^n/(1 + t), positive for t > 0, and it starts from zero at t = 0. It is therefore positive for every t > 0. In Lean, `strictMonoOn_of_deriv_pos` supplies the strict growth.

```lean
/-- For `n ≥ 1` and `t ≥ 0`, the part of one mode missed by the truncation has the sign
`(-1)^n` or vanishes; for `t > 0` it does not vanish. -/
theorem remainder_sign {n : ℕ} (hn : 1 ≤ n) {t : ℝ} (ht : 0 ≤ t) :
    0 ≤ (-1) ^ n * (Real.log (1 + t) - t - modeRing n t) ∧
      (0 < t → 0 < (-1) ^ n * (Real.log (1 + t) - t - modeRing n t)) := by
  have hd : ∀ s : ℝ, 0 ≤ s → HasDerivAt
      (fun s => (-1) ^ n * (Real.log (1 + s) - s - modeRing n s)) (s ^ n / (1 + s)) s := by
    intro s hs
    refine ((hasDerivAt_remainder hn hs).const_mul ((-1 : ℝ) ^ n)).congr_deriv ?_
    rw [← mul_div_assoc, ← mul_pow]
    simp
  -- the signed remainder grows from zero
  have hm : StrictMonoOn (fun s => (-1) ^ n * (Real.log (1 + s) - s - modeRing n s))
      (Set.Ici (0 : ℝ)) := by
    refine strictMonoOn_of_deriv_pos (convex_Ici 0)
      (fun s hs => (hd s hs).continuousAt.continuousWithinAt) (fun s hs => ?_)
    rw [interior_Ici] at hs
    have h0 : 0 < s := hs
    rw [(hd s h0.le).deriv]
    positivity
  have hz : modeRing n 0 = 0 := by
    refine Finset.sum_eq_zero fun k hk => ?_
    have hk2 : k ≠ 0 := by
      have := (Finset.mem_Icc.mp hk).1
      omega
    rw [zero_pow hk2, mul_zero, zero_div]
  have h0 : (0 : ℝ) ∈ Set.Ici (0 : ℝ) := Set.mem_Ici.mpr le_rfl
  constructor
  · have h := hm.monotoneOn h0 (Set.mem_Ici.mpr ht) ht
    simp only [hz, add_zero, Real.log_one, sub_zero, mul_zero] at h
    exact h
  · intro hpos
    have h := hm h0 (Set.mem_Ici.mpr ht) hpos
    simp only [hz, add_zero, Real.log_one, sub_zero, mul_zero] at h
    exact h
```

**Q:** With many modes, couldn't contributions cancel?

**A:** Not within one order. All x_i are nonnegative, so every mode enters a given order with the same sign:

T_{n+1} = T_n + (−1)^n q_n, with q_n = Σ_i x_i^(n+1) / (n + 1)

```lean
/-- Going from order `n ≥ 1` to `n + 1` adds a term in which all modes enter with the
common sign factor `(-1)^n`. -/
theorem ringTruncation_succ (x : ι → ℝ) {n : ℕ} (hn : 1 ≤ n) :
    ringTruncation x (n + 1) =
      ringTruncation x n + (-1) ^ n * (∑ i, x i ^ (n + 1)) / ((n : ℝ) + 1) := by
  simp only [ringTruncation, modeRing_succ hn, Finset.sum_add_distrib, Finset.mul_sum,
    Finset.sum_div]
```

Summing the one-mode inequalities gives (−1)^n (F − T_n) ≥ 0.

```lean
/-- For nonnegative mode strengths and `n ≥ 1`, the full ring sum minus its truncation
has the sign `(-1)^n` or vanishes. -/
theorem truncation_sign {x : ι → ℝ} (hx : ∀ i, 0 ≤ x i) {n : ℕ} (hn : 1 ≤ n) :
    0 ≤ (-1) ^ n * (rpaSum x - ringTruncation x n) := by
  unfold rpaSum ringTruncation
  rw [← Finset.sum_sub_distrib, Finset.mul_sum]
  exact Finset.sum_nonneg fun i _ => (remainder_sign hn (hx i)).1
```

Call that quantity a. The same inequality at order n + 1 reads q_n − a ≥ 0, so

0 ≤ a ≤ q_n

and the error is at most the first omitted order. Lean treats the two values of (−1)^n separately and finishes with linear arithmetic.

```lean
/-- For nonnegative mode strengths and `n ≥ 1`, the truncation error is at most the size
of the first omitted order. -/
theorem truncation_error {x : ι → ℝ} (hx : ∀ i, 0 ≤ x i) {n : ℕ} (hn : 1 ≤ n) :
    |rpaSum x - ringTruncation x n| ≤ (∑ i, x i ^ (n + 1)) / ((n : ℝ) + 1) := by
  have h1 := truncation_sign hx hn
  have h2 := truncation_sign hx (Nat.le_succ_of_le hn)
  rw [Nat.succ_eq_add_one, ringTruncation_succ x hn, pow_succ, mul_div_assoc] at h2
  -- only the size q of the first omitted order matters
  generalize (∑ i, x i ^ (n + 1)) / ((n : ℝ) + 1) = q at h2 ⊢
  rw [abs_le]
  rcases neg_one_pow_eq_or ℝ n with h | h <;> rw [h] at h1 h2 <;> constructor <;> linarith
```

**Q:** And the convergence condition? I would have worried about x_i = 1.

**A:** The boundary is included. If all N modes satisfy x_i ≤ 1, then

|F − T_n| ≤ q_n ≤ N/(n + 1) → 0

If some x_j > 1, Bernoulli's inequality gives

|T_{n+1} − T_n| = q_n ≥ x_j^(n+1)/(n + 1) ≥ [1 + (n + 1)(x_j − 1)]/(n + 1) > x_j − 1

Successive differences of a convergent sequence must vanish, so no finite limit exists.

The theorem `ring_truncations` has four parts, all under the hypothesis `hx` that every x_i ≥ 0. For n ≥ 2, even truncations lie at or below F, and odd ones at or above it. Some real limit `L` exists if and only if every x_i ≤ 1. In that case the limit is F. In the proof, `hconv` is the squeeze by N/(n + 1), and `one_add_mul_le_pow` is Bernoulli's inequality.

```lean
/-- For nonnegative mode strengths, even truncations of order at least two lie at or below
the RPA ring sum and odd ones at or above it. The truncations converge if and only if no
mode strength exceeds one, and then their limit is the RPA ring sum. -/
theorem ring_truncations {x : ι → ℝ} (hx : ∀ i, 0 ≤ x i) :
    (∀ n, 2 ≤ n → Even n → ringTruncation x n ≤ rpaSum x) ∧
    (∀ n, 2 ≤ n → Odd n → rpaSum x ≤ ringTruncation x n) ∧
    ((∃ L, Tendsto (ringTruncation x) atTop (𝓝 L)) ↔ ∀ i, x i ≤ 1) ∧
    ((∀ i, x i ≤ 1) → Tendsto (ringTruncation x) atTop (𝓝 (rpaSum x))) := by
  have hconv : (∀ i, x i ≤ 1) → Tendsto (ringTruncation x) atTop (𝓝 (rpaSum x)) := by
    intro h1
    have h0 := (tendsto_one_div_add_atTop_nhds_zero_nat (𝕜 := ℝ)).const_mul (Fintype.card ι : ℝ)
    rw [mul_zero] at h0
    rw [tendsto_iff_dist_tendsto_zero]
    refine squeeze_zero' (Eventually.of_forall fun _ => dist_nonneg) ?_ h0
    filter_upwards [eventually_ge_atTop 1] with n hn
    rw [dist_comm, Real.dist_eq, mul_one_div]
    refine (truncation_error hx hn).trans ?_
    have hs : ∑ i, x i ^ (n + 1) ≤ (Fintype.card ι : ℝ) :=
      calc ∑ i, x i ^ (n + 1) ≤ ∑ _i : ι, (1 : ℝ) :=
            Finset.sum_le_sum fun i _ => pow_le_one₀ (hx i) (h1 i)
        _ = (Fintype.card ι : ℝ) := by simp
    gcongr
  refine ⟨fun n hn he => ?_, fun n hn ho => ?_, ⟨?_, fun h => ⟨_, hconv h⟩⟩, hconv⟩
  · have h := truncation_sign hx (by omega : 1 ≤ n)
    rw [he.neg_one_pow] at h
    linarith
  · have h := truncation_sign hx (by omega : 1 ≤ n)
    rw [ho.neg_one_pow] at h
    linarith
  · rintro ⟨L, hL⟩ j
    -- absolute successive differences vanish in the limit, yet are at least x j - 1
    have hd := ((hL.comp (tendsto_add_atTop_nat 1)).sub hL).abs
    rw [sub_self, abs_zero] at hd
    by_contra hj
    have hj' : 1 < x j := not_le.mp hj
    have hle : x j - 1 ≤ 0 := by
      refine ge_of_tendsto hd ?_
      filter_upwards [eventually_ge_atTop 1] with n hn
      change x j - 1 ≤ |ringTruncation x (n + 1) - ringTruncation x n|
      have hpos : (0 : ℝ) < (n : ℝ) + 1 := by positivity
      have hS : 0 ≤ ∑ i, x i ^ (n + 1) := Finset.sum_nonneg fun i _ => pow_nonneg (hx i) _
      have hsj : x j ^ (n + 1) ≤ ∑ i, x i ^ (n + 1) :=
        Finset.single_le_sum (f := fun i => x i ^ (n + 1))
          (fun i _ => pow_nonneg (hx i) _) (Finset.mem_univ j)
      have hb := one_add_mul_le_pow (show (-2 : ℝ) ≤ x j - 1 by linarith) (n + 1)
      rw [add_sub_cancel] at hb
      push_cast at hb
      rw [ringTruncation_succ x hn, add_sub_cancel_left, abs_div, abs_mul, abs_pow, abs_neg,
        abs_one, one_pow, one_mul, abs_of_nonneg hS, abs_of_pos hpos, le_div_iff₀ hpos]
      linarith
    linarith
```

For strengths 0.5 and 2, F ≈ −0.996, while T_2 = −2.125, T_3 ≈ 0.583 and T_4 ≈ −3.432. The bounds hold, but they get worse.

**Q:** The next theorem is called `second_order_overbinds`. Binding is an energy difference between a compound and its fragments.

**A:** The name is looser than that. It says that the second-order ring contribution is too low relative to RPA for one system at one frequency; it makes no claim about a dissociation energy. Second order here is also only the direct ring term, without the exchange term of second-order perturbation theory. The value is

T_2 = −½ Σ_i x_i²

and T_2 < F as soon as one mode strength is positive. The proof uses the strict one-mode inequality for that mode and the weak one for the rest.

```lean
/-- Second order is minus half the sum of squared mode strengths. It lies strictly below
the RPA ring sum when all strengths are nonnegative and at least one is positive. -/
theorem second_order_overbinds {x : ι → ℝ} (hx : ∀ i, 0 ≤ x i) (hpos : ∃ j, 0 < x j) :
    ringTruncation x 2 = -(∑ i, x i ^ 2) / 2 ∧ ringTruncation x 2 < rpaSum x := by
  constructor
  · have h1 : ringTruncation x 1 = 0 := by simp [ringTruncation, modeRing]
    have h : ringTruncation x 2 = ringTruncation x 1 +
        (-1) ^ 1 * (∑ i, x i ^ 2) / (((1 : ℕ) : ℝ) + 1) := ringTruncation_succ x le_rfl
    rw [h, h1]
    push_cast
    ring
  · obtain ⟨j, hj⟩ := hpos
    refine Finset.sum_lt_sum (fun i _ => ?_) ⟨j, Finset.mem_univ j, ?_⟩
    · have h := (remainder_sign (n := 2) (by norm_num) (hx i)).1
      rw [neg_one_sq, one_mul] at h
      linarith
    · have h := (remainder_sign (n := 2) (by norm_num) (hx j)).2 hj
      rw [neg_one_sq, one_mul] at h
      linarith
```

**Q:** Now connect this to the closed rings.

**A:** With M = U diag(x) U⁻¹, the inner factors cancel in M^k, and the cyclic property of the trace removes the outer ones:

tr M^k = Σ_i x_i^k

```lean
/-- The closed ring of `k` response factors is the sum of the `k`-th powers of the
mode strengths. -/
theorem trace_response_pow [DecidableEq ι] (U : (Matrix ι ι ℝ)ˣ) (x : ι → ℝ) (k : ℕ) :
    (response U x ^ k).trace = ∑ i, x i ^ k := by
  rw [response, Units.conj_pow, Matrix.diagonal_pow, Matrix.trace_mul_comm, ← mul_assoc,
    Units.inv_mul, one_mul]
  simp [Matrix.trace_diagonal]
```

This is the closed ring with k factors of −χ₀v. Likewise det(1 + M) = Π_i (1 + x_i), so

F = ln det(1 + M) − tr M

Lean moves the similarity transformation out of the determinant, then turns the logarithm of the product into a sum.

```lean
/-- For nonnegative mode strengths, the truncated ring sum is the sum, with weights `(-1)^(k+1) / k`
for `k` from 2 to `n`, of the traces of the powers `M^k` of the response matrix `M`, and the full
ring sum is `ln det (1 + M) - tr M`. -/
theorem ring_sum_matrix_form [DecidableEq ι] (U : (Matrix ι ι ℝ)ˣ) {x : ι → ℝ}
    (hx : ∀ i, 0 ≤ x i) :
    (∀ n, ringTruncation x n =
      ∑ k ∈ Finset.Icc 2 n, (-1 : ℝ) ^ (k + 1) * (response U x ^ k).trace / k) ∧
    rpaSum x = Real.log (1 + response U x).det - (response U x).trace := by
  constructor
  · intro n
    simp only [ringTruncation, modeRing, trace_response_pow, Finset.mul_sum, Finset.sum_div]
    exact Finset.sum_comm
  · have hd : Matrix.diagonal (fun i => 1 + x i) = 1 + Matrix.diagonal x := by
      rw [← Matrix.diagonal_one, Matrix.diagonal_add]
    have h : 1 + response U x = U.val * Matrix.diagonal (fun i => 1 + x i) * U⁻¹.val := by
      rw [hd, mul_add, mul_one, add_mul, Units.mul_inv]
      rfl
    -- the similarity transformation drops out of the determinant
    have hdet : (1 + response U x).det = ∏ i, (1 + x i) := by
      rw [h, Matrix.det_mul, Matrix.det_mul, mul_right_comm, ← Matrix.det_mul, Units.mul_inv,
        Matrix.det_one, one_mul, Matrix.det_diagonal]
    have ht := trace_response_pow U x 1
    simp only [pow_one] at ht
    rw [hdet, ht, Real.log_prod, ← Finset.sum_sub_distrib]
    · rfl
    · intro i _
      exact (by linarith [hx i] : (0 : ℝ) < 1 + x i).ne'

end

end RingDiagramTruncation
```

```lean
#print axioms RingDiagramTruncation.ring_truncations
#print axioms RingDiagramTruncation.second_order_overbinds
#print axioms RingDiagramTruncation.ring_sum_matrix_form
```

```
'RingDiagramTruncation.ring_truncations' depends on axioms: [propext, Classical.choice, Quot.sound]
'RingDiagramTruncation.second_order_overbinds' depends on axioms: [propext, Classical.choice, Quot.sound]
'RingDiagramTruncation.ring_sum_matrix_form' depends on axioms: [propext, Classical.choice, Quot.sound]
```

**Q:** What do you assume about the real system?

**A:** That M is diagonalisable over the reals with nonnegative eigenvalues. Physically, for a ground state with real orbitals, −χ₀(iω) in a real basis is symmetric and positive semidefinite, and v is symmetric and positive definite. So −χ₀v is similar to the symmetric, positive semidefinite matrix v^½(−χ₀)v^½. The step left to the physicist is the frequency integral that gives the RPA correlation energy E_c, in atomic units:

E_c = (1/2π) ∫₀^∞ F(ω) dω

Its weight is positive, so the inequalities carry over wherever the integrals exist.

**Q:** Where does this occur in an actual calculation?

**A:** In an RPA correlation energy computed in a finite auxiliary basis. At each quadrature frequency a program can build S = v^½(−χ₀)v^½ and factorise 1 + S = LLᵀ, with L lower triangular and positive on its diagonal. It then evaluates

F = 2 Σ_i ln L_ii − tr S

and adds F to the energy with the quadrature weight divided by 2π. The direct second-order energy replaces F by −½ tr S² at the same frequencies. Where S has an eigenvalue above one, the logarithm still gives the full ring sum, although the order-by-order series diverges there.
